# For Hermitian $A$ and $B$, no wave $e^{it(A+iB)}u$ gains electrons with depth $t\ge 0$ exactly when $B$ is positive semidefinite

Before a many-beam electron diffraction calculation is run with an absorptive potential, the matrix $B$ of that potential can be tested by computing its smallest eigenvalue. If the eigenvalue is negative, some entrance wave will come out of a thin enough crystal with more electrons than went in. If it is not, no entrance wave gains electrons at any depth. For two beams with mean absorption $b$ and Fourier coefficient $c$, the test is $|c|\le b$. These statements hold for finitely many beams, with a Hermitian elastic matrix $A$ and a Hermitian $B$ that do not change with depth.

## Beam amplitudes, electron number and absorption

The beams are labelled by a finite index type `n`, and a wave is a vector $\psi$ of complex beam amplitudes $\psi_i$.

```lean
import Mathlib

open Matrix Topology
open scoped ComplexOrder ComplexConjugate

namespace AbsorptivePotential

noncomputable section

variable {n : Type*} [Fintype n]
```

The electron number is the squared Euclidean norm,
$$N(\psi)=\sum_i|\psi_i|^2 .$$
It is nonincreasing exactly when the norm itself is.

```lean
/-- The electron number of a wave: the sum of the squared moduli of its beam amplitudes. -/
def electronNumber (ψ : n → ℂ) : ℝ := ∑ i, ‖ψ i‖ ^ 2
```

The absorptive potential enters through
$$a_B(\psi)=\operatorname{Re}\,\psi^\dagger B\psi .$$

```lean
/-- The absorption rate of a wave `ψ` in the absorptive potential `B`: the real part of `ψ†Bψ`. -/
def absorption (B : Matrix n n ℂ) (ψ : n → ℂ) : ℝ := (star ψ ⬝ᵥ B *ᵥ ψ).re
```

In Lean, `star ψ ⬝ᵥ B *ᵥ ψ` is $\psi^\dagger B\psi$. With a Hermitian elastic matrix, the electron number falls at the rate $2a_B$, twice the quantity named here, as the electron balance below shows. The matrix $B$ stands for the scattering that removes electrons from the beams kept in the calculation. It is given here, not derived from a model of that scattering.

## The elastic expectation value is real

For Hermitian $A$, $\overline{A_{ij}}=A_{ji}$, so
$$\overline{\psi^\dagger A\psi}=\sum_{i,j}\psi_i\,\overline{A_{ij}}\,\overline{\psi_j}=\sum_{i,j}\overline{\psi_j}\,A_{ji}\,\psi_i=\psi^\dagger A\psi .$$
A number equal to its conjugate has no imaginary part.

```lean
/-- The expectation value of a Hermitian matrix is real. -/
theorem expectation_im {A : Matrix n n ℂ} (hA : A.IsHermitian) (ψ : n → ℂ) :
    (star ψ ⬝ᵥ A *ᵥ ψ).im = 0 := by
  have h : star (star ψ ⬝ᵥ A *ᵥ ψ) = star ψ ⬝ᵥ A *ᵥ ψ := by
    simp only [dotProduct, Matrix.mulVec, Pi.star_apply, star_sum, star_mul', star_star,
      Finset.mul_sum]
    rw [Finset.sum_comm]
    refine Finset.sum_congr rfl fun i _ => Finset.sum_congr rfl fun j _ => ?_
    rw [hA.apply i j]
    ring
  exact Complex.conj_eq_iff_im.mp h
```

The exchange of the two summation indices is `Finset.sum_comm`, and `hA.apply i j` supplies the Hermitian symmetry of the entries.

## Propagation through the crystal

An entrance wave $u$ becomes, at depth $t$,
$$\psi(t)=e^{it(A+iB)}u .$$

```lean
variable [DecidableEq n]

/-- The wave `exp(it(A+iB))u` at depth `t`, for the entrance wave `u`, the elastic part `A` and
the absorptive part `B`. -/
def wave (A B : Matrix n n ℂ) (u : n → ℂ) (t : ℝ) : n → ℂ :=
  NormedSpace.exp ((Complex.I * (t : ℂ)) • (A + Complex.I • B)) *ᵥ u
```

The exponential is the true matrix exponential, not a multislice or other approximation to it. Since $i\cdot iB=-B$, the sign convention makes a positive $B$ attenuate. A positive prefactor common to all beams is absorbed into $A$ and $B$. Prefactors that differ from beam to beam can destroy the Hermitian symmetry assumed below.

At $t=0$ the exponential is the identity, so $\psi(0)=u$.

```lean
/-- At depth zero the wave is the entrance wave. -/
theorem wave_zero (A B : Matrix n n ℂ) (u : n → ℂ) : wave A B u 0 = u := by
  simp [wave]
```

Write $M=i(A+iB)$. Then $\frac{d}{dt}e^{tM}=Me^{tM}$, and applying both sides to $u$ gives the coupled beam equations
$$\psi'(t)=i(A+iB)\,\psi(t).$$

```lean
/-- The beam amplitudes obey the coupled beam equations `ψ' = i(A+iB)ψ`. -/
theorem hasDerivAt_wave (A B : Matrix n n ℂ) (u : n → ℂ) (t : ℝ) (i : n) :
    HasDerivAt (fun s : ℝ => wave A B u s i)
      (((Complex.I • (A + Complex.I • B)) *ᵥ wave A B u t) i) t := by
  let : NormedRing (Matrix n n ℂ) := Matrix.linftyOpNormedRing
  let : NormedAlgebra ℝ (Matrix n n ℂ) := Matrix.linftyOpNormedAlgebra
  have e : ∀ s : ℝ, (Complex.I * (s : ℂ)) • (A + Complex.I • B)
      = s • (Complex.I • (A + Complex.I • B)) := by
    intro s
    ext i j
    simp only [Matrix.smul_apply, smul_eq_mul, Complex.real_smul]
    ring
  -- reading off one beam amplitude is a linear map on propagators
  let L : Matrix n n ℂ →ₗ[ℝ] ℂ :=
    { toFun := fun M => (M *ᵥ u) i
      map_add' := by
        intro M N
        simp only [Matrix.mulVec, dotProduct, Matrix.add_apply, add_mul, Finset.sum_add_distrib]
      map_smul' := by
        intro r M
        simp only [Matrix.mulVec, dotProduct, Matrix.smul_apply, Complex.real_smul,
          RingHom.id_apply, Finset.mul_sum, mul_assoc] }
  have h := hasDerivAt_exp_smul_const' (Complex.I • (A + Complex.I • B)) t
  simp only [wave, e, Matrix.mulVec_mulVec]
  exact (LinearMap.toContinuousLinearMap L).hasFDerivAt.comp_hasDerivAt t h
```

The theorem states this one beam amplitude at a time. Its proof first writes the exponent as $tM$ (`e`), then differentiates the exponential, and finally applies the linear map `L`, which sends a propagator $P$ to the amplitude $(Pu)_i$. The matrix norm chosen at the start only gives the derivative a meaning; it does not appear in the result.

## Electron balance

Differentiating the sum of squared moduli and inserting the beam equations,
$$\frac{dN}{dt}=2\operatorname{Re}\sum_i\overline{\psi_i}\,\psi_i'
=2\operatorname{Re}\bigl(i\,\psi^\dagger A\psi\bigr)-2\operatorname{Re}\,\psi^\dagger B\psi .$$
The first term is $-2\operatorname{Im}\psi^\dagger A\psi=0$. Hence
$$\frac{dN}{dt}=-2\,a_B(\psi(t)).$$

```lean
/-- Electron balance: for Hermitian `A` the electron number changes with depth at the rate
`-2 Re ψ†Bψ`. -/
theorem electron_balance {A B : Matrix n n ℂ} (hA : A.IsHermitian) (u : n → ℂ) (t : ℝ) :
    HasDerivAt (fun s : ℝ => electronNumber (wave A B u s))
      (-2 * absorption B (wave A B u t)) t := by
  have hin : ∀ z w : ℂ, inner ℝ z w = (star z * w).re := by
    intro z w
    simp [Complex.inner, mul_comm]
  have hd : ∀ φ χ : n → ℂ, ∑ i, 2 * (star (φ i) * χ i).re = 2 * (star φ ⬝ᵥ χ).re := by
    intro φ χ
    simp only [dotProduct, Complex.re_sum, Finset.mul_sum, Pi.star_apply]
  have h := HasDerivAt.fun_sum (u := Finset.univ)
    fun i _ => (hasDerivAt_wave A B u t i).norm_sq
  unfold electronNumber
  refine h.congr_deriv ?_
  simp only [hin]
  rw [hd]
  -- the elastic part drops out because its expectation value is real
  have hreal := expectation_im hA (wave A B u t)
  simp only [absorption, Matrix.smul_mulVec, Matrix.add_mulVec, dotProduct_smul, dotProduct_add,
    smul_eq_mul, Complex.mul_re, Complex.add_re, Complex.add_im, Complex.mul_im, Complex.I_re,
    Complex.I_im, hreal]
  ring
```

In the proof, `norm_sq` differentiates each $|\psi_i|^2$, `hd` collects the sum into $2\operatorname{Re}\psi^\dagger\psi'$, and `hreal` removes the elastic term. The balance holds at every real $t$.

## Negative absorption at the entrance surface

Suppose $a_B(u)<0$. The slope of $N$ at $t=0$ is then $-2a_B(u)>0$, and it is the limit of the difference quotient
$$\frac{N(\psi(t))-N(u)}{t}.$$
The quotient is therefore positive for all small enough $t>0$, which gives $N(\psi(t))>N(u)$ there.

```lean
/-- For Hermitian `A`, an entrance wave with negative absorption rate has gained electrons at
every sufficiently small positive depth. -/
theorem creates_electrons {A B : Matrix n n ℂ} (hA : A.IsHermitian) (u : n → ℂ)
    (hu : absorption B u < 0) :
    ∀ᶠ t in 𝓝[>] (0 : ℝ), electronNumber u < electronNumber (wave A B u t) := by
  have hd := electron_balance (B := B) hA u 0
  rw [wave_zero] at hd
  have hs := (hasDerivAt_iff_tendsto_slope.mp hd).mono_left
    (nhdsWithin_mono (0 : ℝ) (fun t (ht : t ∈ Set.Ioi (0 : ℝ)) => (Set.mem_Ioi.mp ht).ne'))
  have hpos : 0 < -2 * absorption B u := by linarith
  filter_upwards [hs.eventually (lt_mem_nhds hpos), self_mem_nhdsWithin] with t ht ht0
  have ht1 : 0 < t := ht0
  simp only [slope_def_field, wave_zero, sub_zero] at ht
  by_contra hn
  exact absurd ht (not_lt_of_ge
    (div_nonpos_of_nonpos_of_nonneg (sub_nonpos.mpr (not_lt.mp hn)) ht1.le))
```

The expression `∀ᶠ t in 𝓝[>] (0 : ℝ)` says that there is some $\delta>0$ such that the inequality holds for all $0<t<\delta$. The theorem gives no value for $\delta$.

## The criterion for any finite number of beams

If $N(\psi(t))$ is nonincreasing on $t\ge0$ for every $u$, then no $u$ can have $a_B(u)<0$, by the previous step. Since $B$ is Hermitian, $u^\dagger Bu$ is real, so $u^\dagger Bu\ge0$ for every $u$, and $B$ is positive semidefinite.

Conversely, if $B$ is positive semidefinite, then $a_B(\psi(t))\ge0$ at every depth. The balance gives $dN/dt\le0$ throughout, and $N$ is nonincreasing.

```lean
/-- For Hermitian `A` and `B`, the electron number is nonincreasing in the depth `t ≥ 0` for every
entrance wave exactly when `B` is positive semidefinite. -/
theorem admissible_iff_posSemidef {A B : Matrix n n ℂ} (hA : A.IsHermitian)
    (hB : B.IsHermitian) :
    (∀ u, AntitoneOn (fun t : ℝ => electronNumber (wave A B u t)) (Set.Ici 0)) ↔
      B.PosSemidef := by
  rw [Matrix.posSemidef_iff_dotProduct_mulVec]
  constructor
  · intro h
    refine ⟨hB, fun u => Complex.le_def.mpr ⟨?_, (expectation_im hB u).symm⟩⟩
    by_contra hn
    have hneg : absorption B u < 0 := not_le.mp hn
    obtain ⟨t, ht, ht0⟩ := ((creates_electrons hA u hneg).and self_mem_nhdsWithin).exists
    have ht1 : 0 < t := ht0
    have hle := h u (Set.mem_Ici.mpr le_rfl) (Set.mem_Ici.mpr ht1.le) ht1.le
    simp only [wave_zero] at hle
    exact absurd ht (not_lt_of_ge hle)
  · rintro ⟨_, h⟩ u
    refine (antitone_of_deriv_nonpos
      (fun t => (electron_balance hA u t).differentiableAt) fun t => ?_).antitoneOn _
    rw [(electron_balance hA u t).deriv]
    have h0 : 0 ≤ absorption B (wave A B u t) := (Complex.le_def.mp (h (wave A B u t))).1
    linarith
```

`AntitoneOn … (Set.Ici 0)` means nonincreasing on $t\ge0$, and `B.PosSemidef` means that $B$ is Hermitian with $\psi^\dagger B\psi\ge0$ for all $\psi$. That inequality is between complex numbers, so `Complex.le_def` splits it into a nonnegative real part and a vanishing imaginary part; `expectation_im` settles the latter. The two bullets of the proof are the two paragraphs above, in the same order.

The matrix $A$ is fixed, but the condition does not mention it: changing the elastic potential cannot repair an inadmissible $B$. The quantifier over $u$ matters too. With $A=0$ and $B=\operatorname{diag}(1,-1)$, the wave $(1,0)$ only decays, although $B$ is not positive semidefinite. One run with decreasing intensity is thus no test of $B$.

## Two beams

Label the beams $0$ and $1$, and take
$$B=\begin{pmatrix} b & c\\ \bar c & b\end{pmatrix},\qquad b\in\mathbb R,\ c\in\mathbb C .$$
Here $b$ is the mean absorption, common to both beams, and $c$ is the Fourier coefficient of the absorptive potential that couples them.

```lean
/-- The two-beam absorptive potential with mean absorption `b` and Fourier coefficient `c`. -/
def twoBeam (b : ℝ) (c : ℂ) : Matrix (Fin 2) (Fin 2) ℂ := !![(b : ℂ), c; conj c, (b : ℂ)]
```

The diagonal is real and the off-diagonal entries are conjugates, so $B$ is Hermitian.

```lean
/-- The two-beam absorptive potential is Hermitian. -/
theorem twoBeam_isHermitian (b : ℝ) (c : ℂ) : (twoBeam b c).IsHermitian := by
  ext i j
  fin_cases i <;> fin_cases j <;> simp [twoBeam, Matrix.conjTranspose_apply]
```

Multiplying out $\psi^\dagger B\psi$ gives $b|\psi_0|^2+b|\psi_1|^2+\overline{\psi_0}c\psi_1+\overline{\psi_1}\bar c\psi_0$. The last two terms are conjugates of each other, so
$$a_B(\psi)=b\,N(\psi)+2\operatorname{Re}\bigl(\overline{\psi_0}\,c\,\psi_1\bigr).$$

```lean
/-- Two-beam absorption is the mean absorption times the electron number, plus an interference
term between the beams. -/
theorem absorption_twoBeam (b : ℝ) (c : ℂ) (ψ : Fin 2 → ℂ) :
    absorption (twoBeam b c) ψ =
      b * electronNumber ψ + 2 * (star (ψ 0) * c * ψ 1).re := by
  simp [absorption, electronNumber, twoBeam, dotProduct, Matrix.mulVec, Fin.sum_univ_two,
    Complex.sq_norm, Complex.normSq_apply]
  ring
```

The interference term can be negative. For the wave $(c,-|c|)$ the electron number is $2|c|^2$ and the interference term is $2\operatorname{Re}(\bar c\,c\cdot(-|c|))=-2|c|^3$. Together,
$$a_B\bigl((c,-|c|)\bigr)=2|c|^2\,(b-|c|).$$

```lean
/-- The wave with amplitudes `c` and `-|c|` has absorption rate `2|c|²(b - |c|)`. -/
theorem absorption_antiphase (b : ℝ) (c : ℂ) :
    absorption (twoBeam b c) ![c, -(‖c‖ : ℂ)] = 2 * ‖c‖ ^ 2 * (b - ‖c‖) := by
  have h : star c * c * (-(‖c‖ : ℂ)) = ((-‖c‖ ^ 3 : ℝ) : ℂ) := by
    rw [Complex.star_def, Complex.conj_mul']
    push_cast
    ring
  rw [absorption_twoBeam]
  simp only [electronNumber, Fin.sum_univ_two, Matrix.cons_val_zero, Matrix.cons_val_one, h,
    Complex.ofReal_re, norm_neg, Complex.norm_real, norm_norm]
  ring
```

This wave is not normalised. For $c\ne0$, dividing by its electron number gives absorption $b-|c|$ for the corresponding wave with $N=1$.

## The bound on the Fourier coefficient

By the general criterion, it remains to show that $B$ is positive semidefinite exactly when $|c|\le b$.

Suppose first that $B$ is positive semidefinite. If $c\neq0$, the wave $(c,-|c|)$ gives $2|c|^2(b-|c|)\ge0$, hence $|c|\le b$. If $c=0$, that wave vanishes and says nothing, but the single beam $(1,0)$ has absorption $b$, so $0\le b$.

Now suppose $|c|\le b$. The interference term is at least $-2|c||\psi_0||\psi_1|$, and therefore
$$a_B(\psi)\ \ge\ (b-|c|)\bigl(|\psi_0|^2+|\psi_1|^2\bigr)+|c|\bigl(|\psi_0|-|\psi_1|\bigr)^2\ \ge\ 0 .$$

```lean
/-- For Hermitian `A`, the two-beam electron number is nonincreasing in the depth `t ≥ 0` for every
entrance wave exactly when `|c| ≤ b`. -/
theorem twoBeam_admissible_iff {A : Matrix (Fin 2) (Fin 2) ℂ} (hA : A.IsHermitian)
    (b : ℝ) (c : ℂ) :
    (∀ u, AntitoneOn (fun t : ℝ => electronNumber (wave A (twoBeam b c) u t)) (Set.Ici 0)) ↔
      ‖c‖ ≤ b := by
  rw [admissible_iff_posSemidef hA (twoBeam_isHermitian b c)]
  constructor
  · intro h
    have hp : ∀ ψ, 0 ≤ absorption (twoBeam b c) ψ :=
      fun ψ => (Complex.le_def.mp (h.dotProduct_mulVec_nonneg ψ)).1
    by_cases hc : c = 0
    · subst hc
      have h1 := hp ![1, 0]
      rw [absorption_twoBeam] at h1
      simpa [electronNumber, Fin.sum_univ_two] using h1
    · have h1 := hp ![c, -(‖c‖ : ℂ)]
      rw [absorption_antiphase] at h1
      have hc2 : 0 < ‖c‖ ^ 2 := pow_pos (norm_pos_iff.mpr hc) 2
      by_contra hn
      nlinarith [mul_pos hc2 (sub_pos.mpr (not_le.mp hn))]
  · intro h
    refine Matrix.posSemidef_iff_dotProduct_mulVec.mpr ⟨twoBeam_isHermitian b c, fun ψ =>
      Complex.le_def.mpr ⟨?_, (expectation_im (twoBeam_isHermitian b c) ψ).symm⟩⟩
    change 0 ≤ absorption (twoBeam b c) ψ
    rw [absorption_twoBeam]
    -- the interference term is at most `2|c||ψ₀||ψ₁|` in modulus
    have h1 := Complex.abs_re_le_norm (star (ψ 0) * c * ψ 1)
    rw [norm_mul, norm_mul, norm_star] at h1
    have h2 := (abs_le.mp h1).1
    simp only [electronNumber, Fin.sum_univ_two]
    nlinarith [mul_nonneg (sub_nonneg.mpr h) (add_nonneg (sq_nonneg ‖ψ 0‖) (sq_nonneg ‖ψ 1‖)),
      mul_nonneg (norm_nonneg c) (sq_nonneg (‖ψ 0‖ - ‖ψ 1‖))]
```

The case distinction is `by_cases hc : c = 0`. In the last line, the two products handed to `nlinarith` are the two nonnegative terms of the displayed bound.

## The wave that gains electrons

When $c\ne0$ and $|c|>b$, the absorption $2|c|^2(b-|c|)$ is negative. The entrance wave $(c,-|c|)$ then has more electrons just below the surface than at it. Scaled to $N=1$, it starts with slope $2(|c|-b)$.

```lean
/-- For Hermitian `A` and a nonzero Fourier coefficient with `|c| > b`, the entrance wave with
amplitudes `c` and `-|c|` has gained electrons at every sufficiently small positive depth. -/
theorem oversized_coefficient_creates {A : Matrix (Fin 2) (Fin 2) ℂ} (hA : A.IsHermitian)
    {b : ℝ} {c : ℂ} (hc : c ≠ 0) (h : b < ‖c‖) :
    ∀ᶠ t in 𝓝[>] (0 : ℝ), electronNumber ![c, -(‖c‖ : ℂ)] <
      electronNumber (wave A (twoBeam b c) ![c, -(‖c‖ : ℂ)] t) := by
  refine creates_electrons hA _ ?_
  rw [absorption_antiphase]
  have hc2 : 0 < ‖c‖ ^ 2 := pow_pos (norm_pos_iff.mpr hc) 2
  nlinarith [mul_pos hc2 (sub_pos.mpr h)]

end

end AbsorptivePotential
```

The proof inserts the absorption of this wave into `creates_electrons`. In a two-beam calculation with constant $A$ and $B$, an oversized absorptive coefficient thus acts as a source of electrons for this wave near the entrance surface, even if the mean absorption $b$ is positive.

```lean
#print axioms AbsorptivePotential.admissible_iff_posSemidef
#print axioms AbsorptivePotential.twoBeam_admissible_iff
#print axioms AbsorptivePotential.oversized_coefficient_creates
```

```
'AbsorptivePotential.admissible_iff_posSemidef' depends on axioms: [propext, Classical.choice, Quot.sound]
'AbsorptivePotential.twoBeam_admissible_iff' depends on axioms: [propext, Classical.choice, Quot.sound]
'AbsorptivePotential.oversized_coefficient_creates' depends on axioms: [propext, Classical.choice, Quot.sound]
```
